# A plane group with lattice $\mathbb Z^2$ and the eight square point operations is p4m or p4g after an origin shift, never both

Take a two-dimensional crystal with plane group p4g and put the origin on a fourfold centre. A code that symmetrises the density using only the eight point operations of the square then averages over reflections that the crystal doesn't have, and returns a density with the wrong symmetry. Comparing the raw translation parts with a table can fail as well, because they change when the origin moves. A safe identification needs a quantity that survives the change of origin.

## Two normal forms and one parameter

Write a symmetry operation as a Seitz pair $(R,t)$, acting by $x\mapsto Rx+t$ in lattice coordinates. Let

$$r=\begin{pmatrix}0&-1\\1&0\end{pmatrix},\qquad \sigma=\begin{pmatrix}1&0\\0&-1\end{pmatrix}.$$

Let $G$ be a group of such pairs whose pure translations are exactly $\mathbb Z^2$ and whose linear parts are exactly the eight signed permutation matrices. Then there is exactly one $c\in\{0,\tfrac12\}$ for which some origin shift turns $G$ into the group generated by $\mathbb Z^2$, $(r,0)$ and $(\sigma,(c,c))$.

The value $c=0$ is p4m and $c=\tfrac12$ is p4g. Here $G$ is a group and not a reciprocal lattice vector, and $c$ is not a lattice constant. For $c=\tfrac12$ the operation $(\sigma,(c,c))$ is a glide reflection, although the Lean name of its linear part is `mir`.

## Identifying the group in a symmetry routine

A routine that stores one table of operations for each of the two groups relies on two facts: some origin brings the crystal into one of the tables, and the choice of table doesn't depend on which suitable origin was found. In an electronic-structure calculation for a strictly two-dimensional crystal with exact symmetry, these operations symmetrise the density, and their translation parts become phases on its Fourier coefficients.

The derivation below gives a procedure. Read the translation $t$ of the fourfold rotation, move the origin to

$$s=\left(\frac{t_0-t_1}{2},\ \frac{t_0+t_1}{2}\right),$$

and reduce the new translation of $\sigma$ modulo 1. The result is $(0,0)$ or $(\tfrac12,\tfrac12)$. Any other value, such as $(\tfrac12,0)$, means that the input is not a group of the stated kind or that a step of the calculation went wrong, for instance through a sign error in the shift.

## From Seitz products to the value of $c$

**Products and origin shifts.** Operations compose by $(R,t)(S,u)=(RS,\,t+Ru)$. With the origin at $s$, the new coordinate is $x'=x-s$. An operation that reads $(R,t)$ in the new coordinates reads

$$(R,\ t+s-Rs)$$

in the old ones. Linear parts are unchanged. For $R=1$ the translation is unchanged too, so a shift preserves both assumptions on $G$.

**Equal linear parts.** Since $(1,t-u)(R,u)=(R,t)$, two operations of $G$ with the same linear part differ by a vector of $\mathbb Z^2$. Conversely, adding a lattice vector to the translation part of an operation of $G$ gives another operation of $G$.

**The fourfold centre.** Let $(r,t)\in G$. Its translation vanishes in the new coordinates if $s-rs=t$. As $rs=(-s_1,s_0)$, this reads

$$s_0+s_1=t_0,\qquad s_1-s_0=t_1,$$

which the $s$ given above solves. From here on, $(r,0)\in G$.

**The reflection.** Let $(\sigma,m)\in G$. Its square is

$$(\sigma,m)^2=(1,\,m+\sigma m)=(1,(2m_0,0)),$$

so $2m_0=p$ is an integer. Next, $(\sigma,m)(r,0)=(\sigma r,m)$, where $\sigma r$ sends $(x_0,x_1)$ to $(-x_1,-x_0)$. The square of this product is

$$(\sigma r,m)^2=(1,(m_0-m_1,\,m_1-m_0)),$$

so $m_0-m_1=q$ is an integer. If $p=2k$, then $m=(k,k-q)$; set $c=0$. If $p=2k+1$, then $m=(k+\tfrac12,\,k-q+\tfrac12)$; set $c=\tfrac12$. In both cases $(c,c)-m=(-k,\,q-k)$ is a lattice vector, and so $(\sigma,(c,c))\in G$.

**Generation.** The eight signed permutation matrices are $1,r,r^2,r^3$ and $\sigma,r\sigma,r^2\sigma,r^3\sigma$. Let $P_c$ be the group generated by $\mathbb Z^2$, $(r,0)$ and $(\sigma,(c,c))$. All its generators lie in $G$, hence $P_c\subseteq G$. Given $(R,t)\in G$, some word in the generators is an element $(R,u)\in P_c$. Then $t-u\in\mathbb Z^2$, and $(R,t)=(1,t-u)(R,u)\in P_c$. Hence $G=P_c$.

**Uniqueness.** Suppose that the original $G$ becomes $P_c$ with origin $s$ and $P_d$ with origin $u$, where $c,d\in\{0,\tfrac12\}$. In the old coordinates, $G$ then contains

$$(\sigma,(c,\,c+2s_1))\quad\text{and}\quad(\sigma,(d,\,d+2u_1)).$$

Their translations differ by a lattice vector, so $c-d$ is an integer, which forces $c=d$. The component along the reflection line is the quantity that survives the change of origin.

## The classification in Lean

```lean
import Mathlib

open Matrix

namespace SquarePlaneGroups

noncomputable section

/-- Invertible integer 2×2 matrices, the linear parts in a lattice basis. -/
abbrev IntGL := (Matrix (Fin 2) (Fin 2) ℤ)ˣ

/-- A plane Seitz operation `x ↦ R x + t` with linear part `R` and translation part `t`. -/
@[ext] structure Seitz where
  lin : IntGL
  trans : Fin 2 → ℝ

/-- The linear part `R` applied to a real vector. -/
def act (R : IntGL) (t : Fin 2 → ℝ) (i : Fin 2) : ℝ :=
  (R.val i 0 : ℝ) * t 0 + (R.val i 1 : ℝ) * t 1

/-- The identity matrix leaves every vector unchanged. -/
theorem act_one (t : Fin 2 → ℝ) : act 1 t = t := by
  funext i
  fin_cases i <;> simp [act]

/-- Seitz operations compose by `(R,t)(S,u) = (RS, t + Ru)`. -/
instance : Group Seitz where
  mul g h := ⟨g.lin * h.lin, g.trans + act g.lin h.trans⟩
  one := ⟨1, 0⟩
  inv g := ⟨g.lin⁻¹, -act g.lin⁻¹ g.trans⟩
  mul_assoc g h k := by
    refine Seitz.ext (mul_assoc g.lin h.lin k.lin) (funext fun i => ?_)
    change g.trans i + act g.lin h.trans i + act (g.lin * h.lin) k.trans i =
      g.trans i + act g.lin (h.trans + act h.lin k.trans) i
    simp only [act, Units.val_mul, Matrix.mul_apply, Fin.sum_univ_two, Pi.add_apply]
    push_cast
    ring
  one_mul g := Seitz.ext (one_mul g.lin) (by
    change 0 + act 1 g.trans = g.trans
    rw [act_one, zero_add])
  mul_one g := Seitz.ext (mul_one g.lin) (by
    change g.trans + act g.lin 0 = g.trans
    funext i
    simp [act])
  inv_mul_cancel g := Seitz.ext (inv_mul_cancel g.lin) (neg_add_cancel _)

/-- The fourfold rotation. -/
def rot : IntGL := ⟨!![0, -1; 1, 0], !![0, 1; -1, 0], by decide, by decide⟩

/-- The reflection `diag(1,-1)`. -/
def mir : IntGL := ⟨!![1, 0; 0, -1], !![1, 0; 0, -1], by decide, by decide⟩

/-- `R` is one of the eight signed permutation matrices. -/
def IsSignedPerm (R : IntGL) : Prop :=
  ∃ a b : ℤ, (a = 1 ∨ a = -1) ∧ (b = 1 ∨ b = -1) ∧
    (R.val = !![a, 0; 0, b] ∨ R.val = !![0, a; b, 0])

/-- `t` lies in the lattice `Z²`. -/
def IsLattice (t : Fin 2 → ℝ) : Prop := ∀ i, ∃ n : ℤ, t i = n

/-- The pure translations of `G` are exactly `Z²`, and its linear parts are exactly the eight
signed permutation matrices. -/
structure IsSquareGroup (G : Subgroup Seitz) : Prop where
  lattice : ∀ t, (⟨1, t⟩ : Seitz) ∈ G ↔ IsLattice t
  linear : ∀ R, (∃ t, (⟨R, t⟩ : Seitz) ∈ G) ↔ IsSignedPerm R

/-- The group `G` written in coordinates whose origin is the point `s`. -/
def shiftOrigin (s : Fin 2 → ℝ) (G : Subgroup Seitz) : Subgroup Seitz :=
  G.comap (MulAut.conj (⟨1, s⟩ : Seitz)).toMonoidHom

/-- The group generated by `Z²`, `(rot, 0)` and `(mir, (c,c))`. -/
def planeGroup (c : ℝ) : Subgroup Seitz :=
  Subgroup.closure ({g | g.lin = 1 ∧ IsLattice g.trans} ∪ {⟨rot, 0⟩, ⟨mir, fun _ => c⟩})

/-- `(R,t)` in the new coordinates is `(R, t + s - Rs)` in the old ones. -/
theorem mem_shiftOrigin {G : Subgroup Seitz} {s t : Fin 2 → ℝ} {R : IntGL} :
    (⟨R, t⟩ : Seitz) ∈ shiftOrigin s G ↔ (⟨R, t + s - act R s⟩ : Seitz) ∈ G := by
  have h : (⟨1, s⟩ : Seitz) * ⟨R, t⟩ * (⟨1, s⟩ : Seitz)⁻¹ = ⟨R, t + s - act R s⟩ := by
    rw [mul_inv_eq_iff_eq_mul]
    change (⟨1 * R, s + act 1 t⟩ : Seitz) = ⟨R * 1, t + s - act R s + act R s⟩
    rw [act_one, one_mul, mul_one, sub_add_cancel, add_comm]
  -- conjugation, spelled out in an arbitrary group
  have key : ∀ {K : Type} [Group K] (H : Subgroup K) (a g : K),
      g ∈ H.comap (MulAut.conj a).toMonoidHom ↔ a * g * a⁻¹ ∈ H := fun _ _ _ => Iff.rfl
  rw [shiftOrigin, key, h]

/-- If `(R,u)` is in `G`, then `(R,t)` is in `G` exactly when the translation `t - u` is. -/
theorem mem_iff_sub_mem {G : Subgroup Seitz} {R : IntGL} {t u : Fin 2 → ℝ}
    (hu : (⟨R, u⟩ : Seitz) ∈ G) : (⟨R, t⟩ : Seitz) ∈ G ↔ (⟨1, t - u⟩ : Seitz) ∈ G := by
  have h : (⟨1, t - u⟩ : Seitz) * ⟨R, u⟩ = ⟨R, t⟩ := Seitz.ext (one_mul R) (by
    change t - u + act 1 u = t
    rw [act_one, sub_add_cancel])
  rw [← h]
  exact G.mul_mem_cancel_right hu

/-- An origin shift changes neither the translation lattice `Z²` nor the eight linear parts. -/
theorem IsSquareGroup.shift {G : Subgroup Seitz} (hG : IsSquareGroup G) (s : Fin 2 → ℝ) :
    IsSquareGroup (shiftOrigin s G) where
  lattice t := by
    rw [mem_shiftOrigin, act_one, add_sub_cancel_right]
    exact hG.lattice t
  linear R := by
    rw [← hG.linear R]
    constructor
    · rintro ⟨t, ht⟩
      exact ⟨_, mem_shiftOrigin.1 ht⟩
    · rintro ⟨t, ht⟩
      have e : t - s + act R s + s - act R s = t := by abel
      exact ⟨t - s + act R s, mem_shiftOrigin.2 (by rw [e]; exact ht)⟩

/-- If `G` has lattice `Z²` and the eight signed permutation matrices as linear parts, and contains
`(rot, 0)`, then it also contains `(mir, (c,c))` with `c = 0` or `c = 1/2`. -/
theorem mirror_translation {G : Subgroup Seitz} (hG : IsSquareGroup G)
    (hr : (⟨rot, 0⟩ : Seitz) ∈ G) :
    ∃ c : ℝ, (c = 0 ∨ c = 1 / 2) ∧ (⟨mir, fun _ => c⟩ : Seitz) ∈ G := by
  obtain ⟨m, hm⟩ := (hG.linear mir).2 ⟨1, -1, Or.inl rfl, Or.inr rfl, Or.inl rfl⟩
  -- the squares of both reflections are lattice translations
  have h1 : (⟨mir * mir, m + act mir m⟩ : Seitz) ∈ G := G.mul_mem hm hm
  have h2 : (⟨mir * rot * (mir * rot), m + act mir 0 + act (mir * rot) (m + act mir 0)⟩ :
      Seitz) ∈ G := G.mul_mem (G.mul_mem hm hr) (G.mul_mem hm hr)
  rw [show mir * mir = 1 from Units.ext (by decide)] at h1
  rw [show mir * rot * (mir * rot) = 1 from Units.ext (by decide)] at h2
  obtain ⟨p, hp⟩ := (hG.lattice _).1 h1 0
  obtain ⟨q, hq⟩ := (hG.lattice _).1 h2 0
  have hp' : m 0 + m 0 = p := by simpa [act, mir] using hp
  have hq' : m 0 + -m 1 = q := by
    simpa [act, mir, rot, Matrix.mul_apply, Fin.sum_univ_two] using hq
  have fin : ∀ c : ℝ, (∃ k : ℤ, m 0 = k + c) → (⟨mir, fun _ => c⟩ : Seitz) ∈ G := by
    rintro c ⟨k, hk⟩
    refine (mem_iff_sub_mem hm).2 ((hG.lattice _).2 ?_)
    change ∀ i, ∃ n : ℤ, c - m i = n
    rw [Fin.forall_fin_two]
    exact ⟨⟨-k, by push_cast; linarith⟩, ⟨q - k, by push_cast; linarith⟩⟩
  obtain ⟨k, rfl | rfl⟩ := Int.even_or_odd' p <;> push_cast at hp'
  · exact ⟨0, Or.inl rfl, fin 0 ⟨k, by linarith⟩⟩
  · exact ⟨1 / 2, Or.inr rfl, fin (1 / 2) ⟨k, by linarith⟩⟩

/-- A subgroup containing `(rot, 0)` and some `(mir, m)` has every signed permutation matrix
among its linear parts. -/
theorem exists_word {H : Subgroup Seitz} {m : Fin 2 → ℝ} (hr : (⟨rot, 0⟩ : Seitz) ∈ H)
    (hm : (⟨mir, m⟩ : Seitz) ∈ H) {R : IntGL} (hR : IsSignedPerm R) :
    ∃ t, (⟨R, t⟩ : Seitz) ∈ H := by
  have mul : ∀ {S T : IntGL}, (∃ t, (⟨S, t⟩ : Seitz) ∈ H) → (∃ t, (⟨T, t⟩ : Seitz) ∈ H) →
      ∃ t, (⟨S * T, t⟩ : Seitz) ∈ H := by
    rintro S T ⟨t, ht⟩ ⟨u, hu⟩
    exact ⟨t + act S u, H.mul_mem ht hu⟩
  have word : ∀ {S : IntGL}, (∃ t, (⟨S, t⟩ : Seitz) ∈ H) → S.val = R.val →
      ∃ t, (⟨R, t⟩ : Seitz) ∈ H := by
    intro S hS h
    rwa [← Units.ext h]
  have r : ∃ t, (⟨rot, t⟩ : Seitz) ∈ H := ⟨0, hr⟩
  have s : ∃ t, (⟨mir, t⟩ : Seitz) ∈ H := ⟨m, hm⟩
  obtain ⟨a, b, rfl | rfl, rfl | rfl, h | h⟩ := hR
  · exact word (S := 1) ⟨0, H.one_mem⟩ (by rw [h]; decide)
  · exact word (mul r s) (by rw [h]; decide)
  · exact word s (by rw [h]; decide)
  · exact word (mul (mul r r) r) (by rw [h]; decide)
  · exact word (mul (mul r r) s) (by rw [h]; decide)
  · exact word r (by rw [h]; decide)
  · exact word (mul r r) (by rw [h]; decide)
  · exact word (mul (mul (mul r r) r) s) (by rw [h]; decide)

/-- A group with lattice `Z²` and the eight linear parts that contains `(rot, 0)` and
`(mir, (c,c))` is the model group with parameter `c`. -/
theorem eq_planeGroup {G : Subgroup Seitz} (hG : IsSquareGroup G) {c : ℝ}
    (hr : (⟨rot, 0⟩ : Seitz) ∈ G) (hm : (⟨mir, fun _ => c⟩ : Seitz) ∈ G) :
    G = planeGroup c := by
  have le : planeGroup c ≤ G := by
    refine (Subgroup.closure_le _).2 ?_
    rintro ⟨R, t⟩ (⟨h1, h2⟩ | h | h)
    · obtain rfl : R = 1 := h1
      exact (hG.lattice t).2 h2
    · rw [h]
      exact hr
    · rw [Set.mem_singleton_iff.1 h]
      exact hm
  refine le_antisymm ?_ le
  rintro ⟨R, t⟩ hg
  obtain ⟨u, hu⟩ := exists_word (H := planeGroup c)
    (Subgroup.subset_closure (Or.inr (Or.inl rfl)))
    (Subgroup.subset_closure (Or.inr (Or.inr rfl))) ((hG.linear R).1 ⟨t, hg⟩)
  exact (mem_iff_sub_mem hu).2 (Subgroup.subset_closure
    (Or.inl ⟨rfl, (hG.lattice _).1 ((mem_iff_sub_mem (le hu)).1 hg)⟩))

/-- A plane Seitz group with translation lattice `Z²` and exactly the eight signed permutation
matrices as linear parts is, after an origin shift, generated by `Z²`, `(rot, 0)` and
`(mir, (c,c))` for exactly one `c` in `{0, 1/2}`. -/
theorem p4m_or_p4g {G : Subgroup Seitz} (hG : IsSquareGroup G) :
    ∃! c : ℝ, (c = 0 ∨ c = 1 / 2) ∧ ∃ s, shiftOrigin s G = planeGroup c := by
  apply existsUnique_of_exists_of_unique
  · -- put the origin on the fourfold centre
    obtain ⟨t, ht⟩ := (hG.linear rot).2 ⟨-1, 1, Or.inr rfl, Or.inl rfl, Or.inr rfl⟩
    obtain ⟨s, hs⟩ : ∃ s : Fin 2 → ℝ, 0 + s - act rot s = t :=
      ⟨![(t 0 - t 1) / 2, (t 0 + t 1) / 2], by
        funext i
        fin_cases i <;> simp [act, rot] <;> ring⟩
    have hr : (⟨rot, 0⟩ : Seitz) ∈ shiftOrigin s G := by
      rw [mem_shiftOrigin, hs]
      exact ht
    obtain ⟨c, hc, hm⟩ := mirror_translation (hG.shift s) hr
    exact ⟨c, hc, s, eq_planeGroup (hG.shift s) hr hm⟩
  · -- the translation along the mirror line does not depend on the origin
    rintro c d ⟨hc, s, hs⟩ ⟨hd, u, hu⟩
    have h1 : (⟨mir, fun _ => c⟩ : Seitz) ∈ shiftOrigin s G := by
      rw [hs]
      exact Subgroup.subset_closure (Or.inr (Or.inr rfl))
    have h2 : (⟨mir, fun _ => d⟩ : Seitz) ∈ shiftOrigin u G := by
      rw [hu]
      exact Subgroup.subset_closure (Or.inr (Or.inr rfl))
    rw [mem_shiftOrigin] at h1 h2
    obtain ⟨n, hn⟩ := (hG.lattice _).1 ((mem_iff_sub_mem h2).1 h1) 0
    have e : ∀ v, act mir v 0 = v 0 := fun v => by simp [act, mir]
    simp only [Pi.sub_apply, Pi.add_apply, e] at hn
    rcases hc with rfl | rfl <;> rcases hd with rfl | rfl
    · rfl
    · have : 2 * n = -1 := by exact_mod_cast (by linarith : 2 * (n : ℝ) = -1)
      omega
    · have : 2 * n = 1 := by exact_mod_cast (by linarith : 2 * (n : ℝ) = 1)
      omega
    · rfl

end

end SquarePlaneGroups
```

```lean
#print axioms SquarePlaneGroups.p4m_or_p4g
```

```
'SquarePlaneGroups.p4m_or_p4g' depends on axioms: [propext, Classical.choice, Quot.sound]
```

## How the Lean statement reads

`Seitz` holds a linear part `lin`, an invertible integer matrix with integer inverse, and a real vector `trans`. Components are numbered 0 and 1, as above. The function `act` applies the matrix to a real vector, and the `Group` instance fixes the product convention. The matrices $r$ and $\sigma$ are `rot` and `mir`.

The hypothesis `IsSquareGroup G` has two fields. `lattice` says that $(1,t)$ belongs to $G$ if and only if both components of $t$ are integers. `linear` says that $R$ occurs in $G$ with some translation if and only if it is a signed permutation matrix. Physically, the first field stands for a primitive cell and the second for the full point group 4mm in axes along the cell edges. The other translation parts are arbitrary real numbers at the start; their restriction to halves, once the origin is on a fourfold centre, is derived.

`shiftOrigin s G` is $G$ in coordinates with origin $s$, and `planeGroup c` is $P_c$, defined as a subgroup closure for any real `c`. The theorem `p4m_or_p4g` says that exactly one real `c` is 0 or 1/2 and also admits an `s` with `shiftOrigin s G = planeGroup c`. The uniqueness concerns `c` and not `s`.

## Lemmas behind the two cases

`mem_shiftOrigin` turns conjugation by a translation into the formula $t+s-Rs$, and `IsSquareGroup.shift` uses it to carry the hypotheses to the new origin. `mem_iff_sub_mem` is the comparison of operations with equal linear parts.

`mirror_translation` squares the two reflections. `decide` checks that the integer matrices square to the identity, and `Int.even_or_odd'` splits $p$ into the even and odd cases. `exists_word` supplies a word for each of the eight matrices, and `eq_planeGroup` proves the two inclusions that give $G=P_c$.

The main theorem handles existence first: it supplies the explicit $s$, then applies `mirror_translation` and `eq_planeGroup` to the shifted group. For uniqueness it brings both reflections back to the old coordinates and compares component 0. If $c\ne d$, an integer $n$ would satisfy $2n=\pm1$, which `omega` refutes.

## Exact groups and numerical input

The theorem guarantees the classification for an exact group in the stated basis. Passing from computed atomic positions to such a group is a separate step: a symmetry finder accepts operations within a tolerance, and nothing here bounds the error that this admits. A supercell or a centred cell must first be reduced to a primitive one, since otherwise the pure translations are more than $\mathbb Z^2$.

The theorem starts from a group that meets the hypotheses and leaves open whether $P_0$ and $P_{1/2}$ themselves meet them. They do, by a short argument added here without a Lean proof: the pairs with $t\in\mathbb Z^2$ for rotations and $t\in(c,c)+\mathbb Z^2$ for reflections are closed under products and inverses when $c$ is 0 or $\tfrac12$.
